# Linear growth at large depth in a loss-free, homogeneously saturated amplifier

An amplifying medium begins at an entrance face, so the intensity $I$ is required to obey its differential equation only at depths $z \ge 0$, and at $z = 0$ the derivative is taken from inside the medium. The profile is a function on the whole real line, but its values at negative $z$ are unrestricted and play no part in any result.

In Lean 4 with Mathlib:

```lean
import Mathlib

open Filter Topology

namespace SaturatedAmplification
```

## The saturated gain equation

Let $g$ be the small-signal gain, an inverse length, and $s > 0$ the saturation intensity. The equation is

$$I'(z) = \frac{g\,I(z)}{1 + I(z)/s}, \qquad z \ge 0.$$

The denominator stands for the depletion of the population inversion by stimulated emission. The pump and the relaxation processes restore the inversion at a finite rate, and $s$ is the intensity at which the gain coefficient has fallen to $g/2$. This form is postulated here, not derived from rate equations. It describes a steady-state beam at one frequency in a homogeneously broadened medium that is pumped uniformly, so that $g$ does not depend on depth, without background loss, spontaneous emission or transverse structure.

The predicate `SaturatedGain g s I` says that at every $z \ge 0$ the intensity is positive and has the stated derivative. `HasDerivWithinAt` with the set `Set.Ici 0`, which is $[0,\infty)$, gives the one-sided derivative at the entrance face and the ordinary derivative at every interior point. Positivity is a hypothesis on the profile. The quantities are plain real numbers, so consistent units are left to the reader.

```lean
/-- A positive intensity profile on `z ≥ 0` obeying the saturated gain equation
`I' = g I / (1 + I / s)`, with small-signal gain `g` and saturation intensity `s`. -/
def SaturatedGain (g s : ℝ) (I : ℝ → ℝ) : Prop :=
  ∀ z, 0 ≤ z → 0 < I z ∧
    HasDerivWithinAt I (g * I z / (1 + I z / s)) (Set.Ici 0) z
```

## A conserved combination gives the implicit gain law

Separating variables suggests the combination

$$\Phi(z) = \log I(z) + \frac{I(z)}{s} - g z .$$

Its derivative is

$$\Phi' = \frac{I'}{I} + \frac{I'}{s} - g = \frac{I'}{I}\left(1 + \frac{I}{s}\right) - g = g - g = 0 .$$

Hence $\Phi(z) = \Phi(0)$, which rearranges to

$$\log\frac{I(z)}{I(0)} + \frac{I(z) - I(0)}{s} = g z .$$

The first term is the logarithmic gain, which dominates when both $I(0)$ and $I(z)$ are well below $s$. The second is the intensity increase in units of $s$. No sign of $g$ has been used, so the law also covers a saturable absorber, for which $g < 0$.

In `gain_law`, the statement `hd` is the computation $\Phi' = 0$: the derivative is assembled by the logarithm, sum, difference and constant-factor rules, and `field_simp` and `ring` reduce it to zero. The lemma `constant_of_has_deriv_right_zero` then says that a continuous function on $[0,z]$ with zero right derivative is constant. The last lines split the logarithm of the ratio and rearrange.

```lean
/-- The implicit gain law: the logarithmic gain plus the intensity increase in units of the
saturation intensity equals `g z`. -/
theorem gain_law {g s : ℝ} {I : ℝ → ℝ} (hs : 0 < s) (hI : SaturatedGain g s I)
    {z : ℝ} (hz : 0 ≤ z) :
    Real.log (I z / I 0) + (I z - I 0) / s = g * z := by
  -- the combination log I + I / s - g z is conserved along the medium
  have hd : ∀ x, 0 ≤ x → HasDerivWithinAt
      (fun y => Real.log (I y) + I y / s - g * y) 0 (Set.Ici 0) x := by
    intro x hx
    obtain ⟨hp, hder⟩ := hI x hx
    have h : HasDerivWithinAt (fun y => Real.log (I y) + I y / s - g * y)
        (g * I x / (1 + I x / s) / I x + g * I x / (1 + I x / s) / s - g * 1)
        (Set.Ici 0) x :=
      ((hder.log hp.ne').add (hder.div_const s)).sub
        ((hasDerivWithinAt_id x (Set.Ici 0)).const_mul g)
    refine h.congr_deriv ?_
    have hsum : s + I x ≠ 0 := by positivity
    have hp' : I x ≠ 0 := hp.ne'
    have e : 1 + I x / s = (s + I x) / s := by
      rw [add_div, div_self hs.ne']
    rw [e]
    field_simp
    ring
  have hc := constant_of_has_deriv_right_zero (a := 0) (b := z)
    (fun x hx => (hd x hx.1).continuousWithinAt.mono (fun y hy => hy.1))
    (fun x hx => (hd x hx.1).mono (Set.Ici_subset_Ici.2 hx.1)) z ⟨hz, le_refl z⟩
  simp only [mul_zero, sub_zero] at hc
  rw [Real.log_div (hI z hz).1.ne' (hI 0 le_rfl).1.ne', sub_div]
  linarith
```

## With positive gain the intensity never drops below its input

Now let $g > 0$. If $I(z) < I(0)$ at some $z \ge 0$, both terms on the left of the gain law would be negative, while the right side $gz$ is nonnegative. Therefore $I(z) \ge I(0)$. The proof of `input_le` is this contradiction, with `h1` and `h2` giving the two negative terms and `h4` the sign of $gz$.

```lean
/-- In an amplifying medium the intensity never falls below its input value. -/
theorem input_le {g s : ℝ} {I : ℝ → ℝ} (hg : 0 < g) (hs : 0 < s)
    (hI : SaturatedGain g s I) {z : ℝ} (hz : 0 ≤ z) : I 0 ≤ I z := by
  by_contra hlt
  have hlt' : I z < I 0 := lt_of_not_ge hlt
  have h0 := (hI 0 le_rfl).1
  have h1 : Real.log (I z / I 0) < 0 :=
    Real.log_neg (div_pos (hI z hz).1 h0) ((div_lt_one h0).2 hlt')
  have h2 : (I z - I 0) / s < 0 := div_neg_of_neg_of_pos (by linarith) hs
  have h3 := gain_law hs hI hz
  have h4 : 0 ≤ g * z := mul_nonneg hg.le hz
  linarith
```

## The distance below a straight line is logarithmic

Multiplying the gain law by $s$ and rearranging gives an exact expression for the gap between the intensity and a straight line:

$$I(0) + g s z - I(z) = s \log\frac{I(z)}{I(0)} .$$

Since $I(z) \ge I(0)$, the right side is nonnegative, and so $I(z) \le I(0) + g s z$. Dividing by $I(0)$ and inserting this bound in the logarithm gives

$$0 \le I(0) + g s z - I(z) \le s \log\left(1 + \frac{g s z}{I(0)}\right).$$

The slope $gs$ is an upper limit, approached when $I$ is much larger than $s$ but never reached, on the intensity the model medium adds per unit length, since $gI/(1+I/s) = gs\,I/(s+I) < gs$.

In the code, `key` is the exact expression for the gap. The lower bound comes from `input_le`, and the upper bound from monotonicity of the logarithm.

```lean
/-- For `g > 0` and `z ≥ 0` the intensity is never above the straight line `I(0) + g s z`, and it
falls short of that line by at most `s log (1 + g s z / I(0))`. -/
theorem linear_shortfall {g s : ℝ} {I : ℝ → ℝ} (hg : 0 < g) (hs : 0 < s)
    (hI : SaturatedGain g s I) {z : ℝ} (hz : 0 ≤ z) :
    0 ≤ I 0 + g * s * z - I z ∧
      I 0 + g * s * z - I z ≤ s * Real.log (1 + g * s * z / I 0) := by
  have h0 := (hI 0 le_rfl).1
  have hL := gain_law hs hI hz
  have hd : (I z - I 0) / s * s = I z - I 0 := div_mul_cancel₀ _ hs.ne'
  -- the shortfall is exactly s times the logarithmic gain
  have key : I 0 + g * s * z - I z = s * Real.log (I z / I 0) := by
    linear_combination (-s) * hL + hd
  have hnn : 0 ≤ s * Real.log (I z / I 0) :=
    mul_nonneg hs.le (Real.log_nonneg ((one_le_div h0).2 (input_le hg hs hI hz)))
  refine ⟨by rw [key]; exact hnn, ?_⟩
  rw [key]
  refine mul_le_mul_of_nonneg_left (Real.log_le_log (div_pos (hI z hz).1 h0) ?_) hs.le
  rw [div_le_iff₀ h0, add_mul, div_mul_cancel₀ _ h0.ne']
  linarith
```

## The exponential ceiling and the linear limit

The saturation term $(I(z)-I(0))/s$ in the gain law is nonnegative. Dropping it leaves $\log(I(z)/I(0)) \le g z$, that is,

$$I(z) \le I(0)\,e^{gz} .$$

For the limit, take $z > 0$ and divide the two-sided bound on the gap by $z$:

$$\frac{I(0)}{z} + g s - \frac{s}{z}\log\left(1 + \frac{g s z}{I(0)}\right) \le \frac{I(z)}{z} \le \frac{I(0)}{z} + g s .$$

The upper bound tends to $gs$. For the lower bound, put $w = 1 + gsz/I(0)$, which tends to infinity with $z$, and write

$$\frac{\log w}{z} = \frac{\log w}{w}\cdot\frac{w}{z} = \frac{\log w}{w}\left(\frac{1}{z} + \frac{g s}{I(0)}\right) \to 0\cdot\frac{g s}{I(0)} = 0 .$$

Both bounds tend to $gs$, and so does $I(z)/z$.

A worked case shows the sizes involved. Measure intensity in units of $s$ and depth in units of $1/g$, so that $g = s = 1$, and let $I(0) = 1$. The gain law gives directly the depth at which the intensity reaches $10$:

$$z = \log 10 + 9 \approx 11.30 .$$

At that depth the straight line stands at $1 + z \approx 12.30$. The gap is $\log 10 \approx 2.30$, within its bound $\log 12.30 \approx 2.51$. The exponential ceiling is $e^{z} = 10\,e^{9} \approx 8.1 \times 10^4$, far above the actual intensity. The ratio $I(z)/z$ is about $0.88$, still some way from its limit $1$, because the logarithmic gap fades slowly relative to $z$.

The theorem `saturated_amplification` assumes $g > 0$, $s > 0$ and a profile satisfying `SaturatedGain g s I`. Its conclusion has three parts: the gain law at every $z \ge 0$, the exponential bound at every $z \ge 0$, and the limit, where `Tendsto ... atTop (𝓝 (g * s))` means convergence to $gs$ as $z \to \infty$. In the proof, `hsmall` is the vanishing of $(\log w)/z$, `hup` and `hlow` are the limits of the two bounds, and `tendsto_of_tendsto_of_tendsto_of_le_of_le'` is the squeeze. The inequalities are needed only for large $z$, which is why `eventually_gt_atTop 0` can supply $z > 0$ for the division.

```lean
/-- Saturated amplification: the intensity obeys the implicit gain law, is bounded by the
unsaturated exponential, and satisfies `I(z) / z → g s` at large distance. -/
theorem saturated_amplification {g s : ℝ} {I : ℝ → ℝ} (hg : 0 < g) (hs : 0 < s)
    (hI : SaturatedGain g s I) :
    (∀ z, 0 ≤ z → Real.log (I z / I 0) + (I z - I 0) / s = g * z) ∧
    (∀ z, 0 ≤ z → I z ≤ I 0 * Real.exp (g * z)) ∧
    Tendsto (fun z => I z / z) atTop (𝓝 (g * s)) := by
  have h0 := (hI 0 le_rfl).1
  refine ⟨fun z hz => gain_law hs hI hz, fun z hz => ?_, ?_⟩
  · -- drop the nonnegative saturation term from the gain law
    have h1 : 0 ≤ (I z - I 0) / s :=
      div_nonneg (sub_nonneg.2 (input_le hg hs hI hz)) hs.le
    have h2 : Real.log (I z / I 0) ≤ g * z := by linarith [gain_law hs hI hz]
    have h3 := (Real.log_le_iff_le_exp (div_pos (hI z hz).1 h0)).1 h2
    rw [div_le_iff₀ h0] at h3
    linarith
  · have hw : Tendsto (fun z : ℝ => 1 + g * s * z / I 0) atTop atTop :=
      tendsto_atTop_add_const_left _ 1
        ((tendsto_id.const_mul_atTop (mul_pos hg hs)).atTop_div_const h0)
    have hlog : Tendsto (fun w : ℝ => Real.log w / w) atTop (𝓝 0) :=
      Real.isLittleO_log_id_atTop.tendsto_div_nhds_zero
    have hinv : ∀ c : ℝ, Tendsto (fun z : ℝ => c / z) atTop (𝓝 0) :=
      fun c => tendsto_const_nhds.div_atTop tendsto_id
    -- the logarithmic shortfall is negligible compared with z
    have hsmall : Tendsto (fun z : ℝ => Real.log (1 + g * s * z / I 0) / z)
        atTop (𝓝 0) := by
      have hp := (hlog.comp hw).mul ((hinv 1).add_const (g * s / I 0))
      rw [zero_mul] at hp
      refine hp.congr' ?_
      filter_upwards [eventually_gt_atTop 0] with z hz
      have hwpos : 0 < 1 + g * s * z / I 0 := by positivity
      have e : 1 / z + g * s / I 0 = (1 + g * s * z / I 0) / z := by
        field_simp
      simp only [Function.comp_apply]
      rw [e]
      generalize 1 + g * s * z / I 0 = w at hwpos
      field_simp
    have hup : Tendsto (fun z : ℝ => I 0 / z + g * s) atTop (𝓝 (g * s)) := by
      simpa only [zero_add] using (hinv (I 0)).add_const (g * s)
    have hlow : Tendsto (fun z : ℝ => I 0 / z + g * s
        - s * (Real.log (1 + g * s * z / I 0) / z)) atTop (𝓝 (g * s)) := by
      simpa only [mul_zero, sub_zero] using hup.sub (hsmall.const_mul s)
    refine tendsto_of_tendsto_of_tendsto_of_le_of_le' hlow hup ?_ ?_
    · filter_upwards [eventually_gt_atTop 0] with z hz
      have hb := (linear_shortfall hg hs hI hz.le).2
      have e : ∀ L : ℝ, (I 0 / z + g * s - s * (L / z)) * z
          = I 0 + g * s * z - s * L := by
        intro L
        field_simp
      rw [le_div_iff₀ hz, e]
      linarith
    · filter_upwards [eventually_gt_atTop 0] with z hz
      have hb := (linear_shortfall hg hs hI hz.le).1
      rw [div_le_iff₀ hz, add_mul, div_mul_cancel₀ _ hz.ne']
      linarith
```

For this one-dimensional, loss-free, steady-state model, the gain law gives a numerical propagation code an exact relation to be compared with: for an amplifier, choose an output intensity above the input, compute the depth from the law, and see whether the integrator arrives there.

## The input intensity fixes the profile

Let $I$ and $J$ be two profiles with the same $g$ and $s$ and with $I(0) = J(0)$. Subtracting their gain laws gives

$$\log I(z) + \frac{I(z)}{s} = \log J(z) + \frac{J(z)}{s} .$$

The function $x \mapsto \log x + x/s$ is strictly increasing for $x > 0$, so $I(z) = J(z)$. The result `profile_unique` holds for either sign of $g$ and for $g = 0$, and it claims agreement only at $z \ge 0$. The proof compares $I(z)$ with $J(z)$ by `lt_trichotomy` and excludes the two strict cases.

```lean
/-- Two profiles in the same medium with the same input intensity agree at every depth. -/
theorem profile_unique {g s : ℝ} {I J : ℝ → ℝ} (hs : 0 < s)
    (hI : SaturatedGain g s I) (hJ : SaturatedGain g s J) (h : I 0 = J 0)
    {z : ℝ} (hz : 0 ≤ z) : I z = J z := by
  have h1 := gain_law hs hI hz
  have h2 := gain_law hs hJ hz
  have pI := (hI z hz).1
  have pJ := (hJ z hz).1
  have p0 := (hJ 0 le_rfl).1
  rw [h, Real.log_div pI.ne' p0.ne', sub_div] at h1
  rw [Real.log_div pJ.ne' p0.ne', sub_div] at h2
  rcases lt_trichotomy (I z) (J z) with hl | he | hl
  · linarith [Real.log_lt_log pI hl, div_lt_div_of_pos_right hl hs]
  · exact he
  · linarith [Real.log_lt_log pJ hl, div_lt_div_of_pos_right hl hs]
```

## Every positive input has a profile

The preceding results start from a given profile. To construct one with input $I_0 > 0$, use the logarithm of the intensity, $y = \log I$, as the variable. The gain law then reads

$$F(y) = g z + c, \qquad F(y) = y + \frac{e^{y}}{s}, \qquad c = \log I_0 + \frac{I_0}{s} .$$

The function $F$ is continuous and strictly increasing, and it tends to $\pm\infty$ as $y \to \pm\infty$. It therefore has a continuous inverse $Y$ on the whole real line. Define

$$I(z) = \exp\bigl(Y(g z + c)\bigr),$$

which is positive. Because $F'(y) = 1 + e^{y}/s$ is never zero, $Y$ is differentiable with $Y' = 1/F'(Y)$, and the chain rule gives

$$I'(z) = I(z)\cdot\frac{g}{1 + I(z)/s} .$$

At the entrance face, $c = F(\log I_0)$, so $Y(c) = \log I_0$ and $I(0) = I_0$.

In `profile_exists`, the first block obtains $Y$ together with its continuity and the two inverse identities. Surjectivity of $F$ comes from the limits `htop` and `hbot`, and `orderIsoOfSurjective` turns the increasing surjection into an order isomorphism, whose inverse is continuous. `HasDerivAt.of_local_left_inverse` is the inverse-function rule that gives `hY`, and `hcomp` is the chain rule. The construction works for every real $g$. Taken with uniqueness, it shows that each positive input intensity determines exactly one profile on $z \ge 0$.

```lean
/-- For every positive input intensity there is a profile obeying the saturated gain
equation. -/
theorem profile_exists (g : ℝ) {s I₀ : ℝ} (hs : 0 < s) (hI₀ : 0 < I₀) :
    ∃ I : ℝ → ℝ, SaturatedGain g s I ∧ I 0 = I₀ := by
  -- invert y + exp y / s, where y is the logarithm of the intensity
  obtain ⟨Y, hc, hR, hL⟩ : ∃ Y : ℝ → ℝ, Continuous Y ∧
      (∀ y, Y y + Real.exp (Y y) / s = y) ∧ ∀ y, Y (y + Real.exp y / s) = y := by
    have hm : StrictMono (fun y : ℝ => y + Real.exp y / s) := fun a b hab =>
      add_lt_add hab (div_lt_div_of_pos_right (Real.exp_lt_exp.2 hab) hs)
    have hcont : Continuous (fun y : ℝ => y + Real.exp y / s) :=
      continuous_id.add (Real.continuous_exp.div_const s)
    have htop : Tendsto (fun y : ℝ => y + Real.exp y / s) atTop atTop :=
      tendsto_atTop_mono
        (fun y => le_add_of_nonneg_right (div_nonneg (Real.exp_pos y).le hs.le)) tendsto_id
    have hbot : Tendsto (fun y : ℝ => y + Real.exp y / s) atBot atBot :=
      tendsto_id.atBot_add (Real.tendsto_exp_atBot.div_const s)
    let e := hm.orderIsoOfSurjective _ (hcont.surjective htop hbot)
    exact ⟨e.symm, e.symm.continuous, fun y => e.apply_symm_apply y,
      fun y => e.symm_apply_apply y⟩
  let c : ℝ := Real.log I₀ + Real.exp (Real.log I₀) / s
  refine ⟨fun z => Real.exp (Y (g * z + c)), fun z _ => ⟨Real.exp_pos _, ?_⟩, ?_⟩
  · have hne : 1 + Real.exp (Y (g * z + c)) / s ≠ 0 := by positivity
    have hF : HasDerivAt (fun y : ℝ => y + Real.exp y / s)
        (1 + Real.exp (Y (g * z + c)) / s) (Y (g * z + c)) :=
      (hasDerivAt_id _).add ((Real.hasDerivAt_exp _).div_const s)
    have hY : HasDerivAt Y (1 + Real.exp (Y (g * z + c)) / s)⁻¹ (g * z + c) :=
      HasDerivAt.of_local_left_inverse hc.continuousAt hF hne (Eventually.of_forall hR)
    have hin : HasDerivAt (fun t : ℝ => g * t + c) g z :=
      (((hasDerivAt_id' z).const_mul g).add_const c).congr_deriv (mul_one g)
    have hcomp := HasDerivAt.comp (h := fun t : ℝ => g * t + c) z hY hin
    refine hcomp.exp.hasDerivWithinAt.congr_deriv ?_
    simp only [Function.comp_apply, div_eq_mul_inv]
    ring
  · change Real.exp (Y (g * 0 + c)) = I₀
    rw [mul_zero, zero_add, hL, Real.exp_log hI₀]

end SaturatedAmplification
```

```lean
#print axioms SaturatedAmplification.saturated_amplification
#print axioms SaturatedAmplification.profile_unique
#print axioms SaturatedAmplification.profile_exists
```

```
'SaturatedAmplification.saturated_amplification' depends on axioms: [propext, Classical.choice, Quot.sound]
'SaturatedAmplification.profile_unique' depends on axioms: [propext, Classical.choice, Quot.sound]
'SaturatedAmplification.profile_exists' depends on axioms: [propext, Classical.choice, Quot.sound]
```
